# Three equivalent orthonormal s–p hybrids have less s character when pyramidal than when planar

A bond direction can be modelled as a unit vector from the start, or as any real triple whose length is left open. Here it is any triple $u=(u_x,u_y,u_z)$, of type `Fin 3 → ℝ` with components `u 0`, `u 1`, `u 2` in Lean, and lengths and angles are read from the dot product `⬝ᵥ`. Unit length then follows from the normalisation of the hybrids, unless they are pure s orbitals.

The orbitals $s,p_x,p_y,p_z$ of one atom are the members `φ 0` to `φ 3` of an orthonormal family in a real inner product space `H`. No radial functions are specified, and `H` may have any dimension that holds four orthonormal vectors.

```lean
import Mathlib

open Matrix

namespace EquivalentSPHybrids

noncomputable section

variable {H : Type*} [NormedAddCommGroup H] [InnerProductSpace ℝ H]
```

With $p(u)=u_x\,p_x+u_y\,p_y+u_z\,p_z$, the hybrid along $u$ is

$$h(u)=\sqrt a\,s+\sqrt{1-a}\;p(u).$$

The number $a$ is the s character: the weight of $s$ in the hybrid when that is normalised. Using one $a$ for all hybrids expresses that the bonds are equivalent. The non-negative roots fix the phase, so that $s$ never enters with a negative sign.

```lean
/-- The hybrid `√a s + √(1-a) p(u)` with s character `a` between 0 and 1 and direction `u`;
the orbitals `φ 0, φ 1, φ 2, φ 3` are s, p_x, p_y, p_z. -/
def hybrid (φ : Fin 4 → H) (a : ℝ) (u : Fin 3 → ℝ) : H :=
  √a • φ 0 + √(1 - a) • (u 0 • φ 1 + u 1 • φ 2 + u 2 • φ 3)
```

Below, $n$ hybrids $h_i=h(u_i)$ are numbered $i=0,\dots,n-1$, and $\delta_{ij}$ is 1 for $i=j$ and 0 otherwise. Their orthonormality is an assumption about the bonding orbitals on the atom; it isn't derived from a Hamiltonian. In electronic structure, the results relate the s character of such orbitals to their geometry, within a model of one centre, four orbitals and equal s character. The $u_i$ are the axes of the hybrids, which in a strained molecule need not point at the neighbouring nuclei.

## (a) The overlap of two hybrids

**Task.** For $0\le a\le 1$ and any triples $u,v$, show that

$$\langle h(u),h(v)\rangle=a+(1-a)\,u\cdot v.$$

**Solution.** Expand both hybrids. The s–p cross terms vanish, because $s$ is orthogonal to each p orbital. The s–s term is $\sqrt a\,\sqrt a=a$. The p orbitals are orthonormal, so $\langle p(u),p(v)\rangle=u_xv_x+u_yv_y+u_zv_z=u\cdot v$, and its prefactor is $\sqrt{1-a}\,\sqrt{1-a}=1-a$.

In the code, `simp only` does the expansion and inserts the orbital overlaps `h`. The squares of the two roots are `hs` and `hp`, and `linear_combination` puts them in.

```lean
/-- Over an orthonormal s-p shell, two hybrids of the same s character `a`, with `0 ≤ a ≤ 1`,
have overlap `a + (1-a) u·v`. -/
theorem inner_hybrid {φ : Fin 4 → H} (hφ : Orthonormal ℝ φ) {a : ℝ} (h0 : 0 ≤ a)
    (h1 : a ≤ 1) (u v : Fin 3 → ℝ) :
    inner ℝ (hybrid φ a u) (hybrid φ a v) = a + (1 - a) * (u ⬝ᵥ v) := by
  have h := orthonormal_iff_ite.mp hφ
  have hs := Real.mul_self_sqrt h0
  have hp := Real.mul_self_sqrt (sub_nonneg.mpr h1)
  simp only [hybrid, inner_add_left, inner_add_right, real_inner_smul_left,
    real_inner_smul_right, h, dotProduct, Fin.sum_univ_three, Fin.reduceEq, if_true, if_false]
  linear_combination hs + (u 0 * v 0 + u 1 * v 1 + u 2 * v 2) * hp
```

## (b) Orthonormality as a condition on the directions

**Task.** For $0\le a<1$, show that the $h_i$ are orthonormal exactly when, for all $i,j$,

$$(1-a)\,u_i\cdot u_j=\delta_{ij}-a.$$

**Solution.** Orthonormality means $\langle h_i,h_j\rangle=\delta_{ij}$ for all $i,j$. By (a) this reads $a+(1-a)\,u_i\cdot u_j=\delta_{ij}$. Moving $a$ to the right gives the condition, and moving it back gives the converse.

Lean writes $\delta_{ij}$ as `if i = j then 1 else 0`. After the rewrite with `inner_hybrid`, `linarith` does the rearrangement in both directions.

```lean
/-- Over an orthonormal s-p shell, hybrids of common s character `a`, with `0 ≤ a < 1`, are
orthonormal exactly when their directions satisfy `(1-a) u_i·u_j = δ_ij - a`. -/
theorem orthonormal_iff_gram {φ : Fin 4 → H} (hφ : Orthonormal ℝ φ) {a : ℝ} (h0 : 0 ≤ a)
    (h1 : a < 1) {n : ℕ} (u : Fin n → Fin 3 → ℝ) :
    Orthonormal ℝ (fun i => hybrid φ a (u i)) ↔
      ∀ i j, (1 - a) * (u i ⬝ᵥ u j) = (if i = j then 1 else 0) - a := by
  rw [orthonormal_iff_ite]
  refine forall₂_congr fun i j => ?_
  show inner ℝ (hybrid φ a (u i)) (hybrid φ a (u j)) = _ ↔ _
  rw [inner_hybrid hφ h0 h1.le]
  constructor <;> intro h <;> linarith
```

## (c) Unit length and the angle between bonds

**Task.** For $0\le a<1$, show that the $h_i$ are orthonormal exactly when every $u_i$ is a unit vector and

$$u_i\cdot u_j=-\frac{a}{1-a}\qquad(i\ne j).$$

**Solution.** Take the condition from (b). For $i=j$ it says $(1-a)\,u_i\cdot u_i=1-a$, and since $1-a>0$ we may cancel to get $u_i\cdot u_i=1$. For $i\neq j$ it says $(1-a)\,u_i\cdot u_j=-a$, and division by $1-a$ gives the formula. Conversely, multiplying both statements by $1-a$ recovers the condition in (b).

For unit vectors the dot product is the cosine of the angle, so pure p hybrids ($a=0$) stand at right angles, and any s character opens the angle further.

The proof treats the same two cases: `if_pos` selects $i=j$ and `if_neg` selects $i\ne j$.

```lean
/-- Over an orthonormal s-p shell, hybrids of common s character `a`, with `0 ≤ a < 1`, are
orthonormal exactly when their directions are unit vectors and any two distinct ones have
scalar product `-a/(1-a)`. -/
theorem orthonormal_iff_angles {φ : Fin 4 → H} (hφ : Orthonormal ℝ φ) {a : ℝ} (h0 : 0 ≤ a)
    (h1 : a < 1) {n : ℕ} (u : Fin n → Fin 3 → ℝ) :
    Orthonormal ℝ (fun i => hybrid φ a (u i)) ↔
      (∀ i, u i ⬝ᵥ u i = 1) ∧ ∀ i j, i ≠ j → u i ⬝ᵥ u j = -a / (1 - a) := by
  have hp : 0 < 1 - a := sub_pos.mpr h1
  rw [orthonormal_iff_gram hφ h0 h1]
  constructor
  · intro h
    refine ⟨fun i => ?_, fun i j hij => ?_⟩
    · have hi := h i i
      rw [if_pos rfl] at hi
      exact mul_left_cancel₀ hp.ne' (by linarith)
    · have hi := h i j
      rw [if_neg hij] at hi
      rw [eq_div_iff hp.ne']
      linarith
  · rintro ⟨hu, ho⟩ i j
    by_cases hij : i = j
    · subst hij
      rw [if_pos rfl, hu]
      ring
    · rw [if_neg hij, ho i j hij]
      have hc := div_mul_cancel₀ (-a) hp.ne'
      linear_combination hc
```

## (d) Projecting a weighted sum of directions

**Task.** Let the $u_i$ satisfy the condition in (b), and let $g_i$ be real weights. Show that for each $j$

$$(1-a)\Big(\sum_i g_i u_i\Big)\cdot u_j=g_j-a\sum_i g_i.$$

**Solution.** The dot product is linear in its first factor, so the left side is

$$\sum_i g_i\,(1-a)\,u_i\cdot u_j=\sum_i g_i(\delta_{ij}-a)=g_j-a\sum_i g_i.$$

The linearity is `key`, and the `calc` block follows this chain. The statement needs only the condition on the dot products, here called `h`, and no orbitals appear in it.

```lean
/-- If directions satisfy `(1-a) u_i·u_j = δ_ij - a`, then a weighted sum of them has the
projection `(1-a) (∑ g_i u_i)·u_j = g_j - a ∑ g_i` on each direction. -/
theorem weighted_sum_dot {a : ℝ} {n : ℕ} {u : Fin n → Fin 3 → ℝ}
    (h : ∀ i j, (1 - a) * (u i ⬝ᵥ u j) = (if i = j then 1 else 0) - a)
    (g : Fin n → ℝ) (j : Fin n) :
    (1 - a) * ((∑ i, g i • u i) ⬝ᵥ u j) = g j - a * ∑ i, g i := by
  have key : (∑ i, g i • u i) ⬝ᵥ u j = ∑ i, g i * (u i ⬝ᵥ u j) := by
    simp only [dotProduct, Finset.sum_apply, Pi.smul_apply, smul_eq_mul, Finset.sum_mul,
      Finset.mul_sum, mul_assoc]
    exact Finset.sum_comm
  calc (1 - a) * ((∑ i, g i • u i) ⬝ᵥ u j)
      = ∑ i, g i * ((1 - a) * (u i ⬝ᵥ u j)) := by
        rw [key, Finset.mul_sum]
        exact Finset.sum_congr rfl fun i _ => by ring
    _ = ∑ i, (g i * (if i = j then 1 else 0) - a * g i) :=
        Finset.sum_congr rfl fun i _ => by rw [h i j]; ring
    _ = g j - a * ∑ i, g i := by simp [Finset.sum_sub_distrib, Finset.mul_sum]
```

## (e) The length of the resultant

**Task.** Under the same condition, let $S=\sum_i u_i$. Show that

$$(1-a)\,S\cdot S=n(1-na).$$

**Solution.** Set all weights in (d) to 1. Then $(1-a)\,S\cdot u_j=1-na$ for every $j$. Summing over the $n$ values of $j$ turns the left side into $(1-a)\,S\cdot S$ and the right side into $n(1-na)$.

The first step is `hj`. Here `key` splits the second factor of the dot product, which allows the sum over $j$.

```lean
/-- If `n` directions satisfy `(1-a) u_i·u_j = δ_ij - a`, their resultant obeys
`(1-a) |∑ u_i|² = n (1 - n a)`. -/
theorem resultant_sq {a : ℝ} {n : ℕ} {u : Fin n → Fin 3 → ℝ}
    (h : ∀ i j, (1 - a) * (u i ⬝ᵥ u j) = (if i = j then 1 else 0) - a) :
    (1 - a) * ((∑ i, u i) ⬝ᵥ (∑ i, u i)) = n * (1 - n * a) := by
  have key : ∀ w : Fin 3 → ℝ, w ⬝ᵥ (∑ j, u j) = ∑ j, w ⬝ᵥ u j := by
    intro w
    simp only [dotProduct, Finset.sum_apply, Finset.mul_sum]
    exact Finset.sum_comm
  have hj : ∀ j, (1 - a) * ((∑ i, u i) ⬝ᵥ u j) = 1 - a * n := by
    intro j
    have hw := weighted_sum_dot h (fun _ => 1) j
    simpa using hw
  rw [key, Finset.mul_sum, Finset.sum_congr rfl (fun j _ => hj j), Finset.sum_const,
    Finset.card_univ, Fintype.card_fin, nsmul_eq_mul]
  ring
```

## (f) The largest possible s character

**Task.** Let $n\ge1$ hybrids with $0\le a<1$ be orthonormal. Show that

$$a\le\frac1n,\qquad\text{and}\qquad a=\frac1n\iff\sum_i u_i=0.$$

**Solution.** By (b) the directions satisfy the condition used in (e), so $(1-a)\,S\cdot S=n(1-na)$. The left side is non-negative, because $S\cdot S$ is a sum of squares and $1-a>0$. Since $n>0$, it follows that $1-na\ge0$, which is the bound.

If $a=1/n$, the right side is zero. As $1-a\neq0$, we get $S\cdot S=0$ and hence $S=0$. If $S=0$, then $n(1-na)=0$, so $na=1$.

The equality case fails at $a=1$: a single hybrid is then the s orbital itself, whatever its $u_0$ may be.

In Lean, `hsum` is the identity from (e) and `hS` is the sign of $S\cdot S$. The step from $S\cdot S=0$ to $S=0$ is `dotProduct_self_eq_zero`.

```lean
/-- If `n ≥ 1` hybrids of common s character `a`, with `0 ≤ a < 1`, over an orthonormal s-p
shell are orthonormal, then `a ≤ 1/n`, with equality exactly when their directions sum to zero. -/
theorem s_character_le {φ : Fin 4 → H} (hφ : Orthonormal ℝ φ) {a : ℝ} (h0 : 0 ≤ a)
    (h1 : a < 1) {n : ℕ} (hn : 0 < n) {u : Fin n → Fin 3 → ℝ}
    (hu : Orthonormal ℝ (fun i => hybrid φ a (u i))) :
    a ≤ 1 / n ∧ (a = 1 / n ↔ ∑ i, u i = 0) := by
  have hn' : (0 : ℝ) < n := Nat.cast_pos.mpr hn
  have hp : 0 < 1 - a := sub_pos.mpr h1
  have hsum := resultant_sq ((orthonormal_iff_gram hφ h0 h1 u).mp hu)
  have hS : 0 ≤ (∑ i, u i) ⬝ᵥ (∑ i, u i) :=
    Finset.sum_nonneg fun k _ => mul_self_nonneg _
  constructor
  · -- the squared length of the resultant cannot be negative
    have hpos : 0 ≤ (n : ℝ) * (1 - n * a) := by
      rw [← hsum]
      exact mul_nonneg hp.le hS
    have hle := (mul_nonneg_iff_of_pos_left hn').mp hpos
    rw [le_div_iff₀ hn']
    linarith
  · rw [eq_div_iff hn'.ne']
    constructor
    · intro h
      have hz : (1 - a) * ((∑ i, u i) ⬝ᵥ (∑ i, u i)) = 0 := by
        rw [hsum]
        linear_combination (-(n : ℝ)) * h
      exact dotProduct_self_eq_zero.mp ((mul_eq_zero.mp hz).resolve_left hp.ne')
    · intro h
      rw [h, zero_dotProduct, mul_zero] at hsum
      have hz := (mul_eq_zero.mp hsum.symm).resolve_left hn'.ne'
      linarith
```

## (g) Pyramidal against planar

**Task.** Under the assumptions of (f), show that

$$u_0,\dots,u_{n-1}\ \text{are linearly independent}\iff a<\frac1n.$$

**Solution.** Suppose the directions are independent. By (f), $a\le1/n$. If $a$ were equal to $1/n$, the directions would sum to zero, which is a linear relation with all weights equal to 1. Independence excludes that, so $a<1/n$.

Now suppose $a<1/n$ and $\sum_i g_iu_i=0$. Write $G=\sum_i g_i$. The left side in (d) vanishes, so $g_j=aG$ for every $j$. Summing over $j$ gives $G=naG$, that is, $(1-na)G=0$. Since $1-na>0$, $G=0$, and therefore every $g_j=aG=0$.

For $n=3$, independent directions are those that don't lie in one plane, so the three bonds are pyramidal exactly when $a<1/3$. In the planar case $a=1/3$, and (c) gives the cosine $-1/2$, which is the trigonal angle of $120^\circ$.

In the code, `hone` applies independence to the unit weights and arrives at $1=0$. For the converse, `hj` is $g_j=aG$, `htot` is its sum over $j$, and `hG` is $G=0$.

```lean
/-- For `n ≥ 1` orthonormal hybrids of common s character `a`, with `0 ≤ a < 1`, over an
orthonormal s-p shell, the directions are linearly independent (for three bonds: pyramidal,
not coplanar) exactly when `a < 1/n`. -/
theorem pyramidal_iff {φ : Fin 4 → H} (hφ : Orthonormal ℝ φ) {a : ℝ} (h0 : 0 ≤ a)
    (h1 : a < 1) {n : ℕ} (hn : 0 < n) {u : Fin n → Fin 3 → ℝ}
    (hu : Orthonormal ℝ (fun i => hybrid φ a (u i))) :
    LinearIndependent ℝ u ↔ a < 1 / n := by
  have hn' : (0 : ℝ) < n := Nat.cast_pos.mpr hn
  obtain ⟨hle, heq⟩ := s_character_le hφ h0 h1 hn hu
  rw [Fintype.linearIndependent_iff]
  constructor
  · -- at the maximal s character the directions sum to zero
    intro h
    refine lt_of_le_of_ne hle fun ha => ?_
    have hone := h (fun _ => 1) (by simpa using heq.mp ha) ⟨0, hn⟩
    exact one_ne_zero hone
  · intro ha g hg
    have hj : ∀ j, g j = a * ∑ i, g i := by
      intro j
      have hw := weighted_sum_dot ((orthonormal_iff_gram hφ h0 h1 u).mp hu) g j
      rw [hg, zero_dotProduct, mul_zero] at hw
      linarith
    -- summing over the bonds forces the total weight to vanish
    have htot : ∑ j, g j = n * (a * ∑ i, g i) := by
      calc ∑ j, g j = ∑ _j : Fin n, a * ∑ i, g i := Finset.sum_congr rfl fun j _ => hj j
        _ = n * (a * ∑ i, g i) := by
          rw [Finset.sum_const, Finset.card_univ, Fintype.card_fin, nsmul_eq_mul]
    rw [lt_div_iff₀ hn'] at ha
    have hz : (1 - a * n) * ∑ i, g i = 0 := by linear_combination htot
    have hG := (mul_eq_zero.mp hz).resolve_left (by linarith)
    intro j
    rw [hj j, hG, mul_zero]
```

## (h) Three bonds for every s character up to the maximum

**Task.** For $0\le a\le1/3$, find three directions whose hybrids are orthonormal. Let $e_i$ be the unit vector along axis $i$, and try

$$u_i=\frac{e_i-t\,(1,1,1)}{\sqrt{1-a}},\qquad t=\frac{1-\sqrt{1-3a}}3 .$$

The definition below gives component $k$ of $u_i$.

```lean
/-- Three bond directions, permuted by the exchange of the axes, for s character `a` in the
domain `0 ≤ a ≤ 1/3`. -/
def pyramidDirection (a : ℝ) (i k : Fin 3) : ℝ :=
  ((if i = k then 1 else 0) - (1 - √(1 - 3 * a)) / 3) / √(1 - a)
```

Show that with these directions $\langle h_i,h_j\rangle=\delta_{ij}$ for $i,j=0,1,2$.

**Solution.** By (b) it is enough to compute the dot products:

$$(1-a)\,u_i\cdot u_j=\big(e_i-t(1,1,1)\big)\cdot\big(e_j-t(1,1,1)\big)=\delta_{ij}-2t+3t^2 .$$

What remains is $3t^2-2t=-a$. With $r=\sqrt{1-3a}$ and $t=(1-r)/3$,

$$3t^2-2t=\frac{(1-r)^2-2(1-r)}3=\frac{r^2-1}3=-a .$$

At $a=0$ we have $t=0$, and the directions are the three axes. At $a=1/3$ we have $t=1/3$; the components of each $u_i$ then add up to zero, so the three directions lie in one plane. In between, the pyramid flattens as $a$ grows. The assumptions of (f) and (g) are therefore met for $n=3$ at every $a$ from 0 to $1/3$.

The quadratic equation for $t$ is `ht`. The proof then replaces the explicit expression by a letter `t` and goes through the nine pairs $(i,j)$ with `fin_cases`, each of which reduces to `ht`.

```lean
/-- Over an orthonormal s-p shell, the three hybrids along `pyramidDirection a` are orthonormal
for every s character `a` with `0 ≤ a ≤ 1/3`. -/
theorem pyramid_witness {φ : Fin 4 → H} (hφ : Orthonormal ℝ φ) {a : ℝ} (h0 : 0 ≤ a)
    (h3 : a ≤ 1 / 3) : Orthonormal ℝ (fun i => hybrid φ a (pyramidDirection a i)) := by
  have h1 : a < 1 := by linarith
  have hp : 1 - a ≠ 0 := by linarith
  have hq : √(1 - a) * √(1 - a) = 1 - a := Real.mul_self_sqrt (by linarith)
  have hr : √(1 - 3 * a) * √(1 - 3 * a) = 1 - 3 * a := Real.mul_self_sqrt (by linarith)
  have e : ∀ x y : ℝ, x / √(1 - a) * (y / √(1 - a)) = x * y / (1 - a) := by
    intro x y
    rw [div_mul_div_comm, hq]
  -- the admixture t of the trigonal axis solves a quadratic equation
  have ht : 3 * ((1 - √(1 - 3 * a)) / 3) ^ 2 - 2 * ((1 - √(1 - 3 * a)) / 3) = -a := by
    linear_combination (1 / 3) * hr
  rw [orthonormal_iff_gram hφ h0 h1]
  intro i j
  simp only [dotProduct, pyramidDirection, Fin.sum_univ_three, e]
  rw [← add_div, ← add_div, mul_comm (1 - a), div_mul_cancel₀ _ hp]
  generalize (1 - √(1 - 3 * a)) / 3 = t at ht ⊢
  fin_cases i <;> fin_cases j <;> simp <;> linear_combination ht

end

end EquivalentSPHybrids
```

```lean
#print axioms EquivalentSPHybrids.orthonormal_iff_angles
-- 'EquivalentSPHybrids.orthonormal_iff_angles' depends on axioms: [propext, Classical.choice, Quot.sound]
#print axioms EquivalentSPHybrids.pyramidal_iff
-- 'EquivalentSPHybrids.pyramidal_iff' depends on axioms: [propext, Classical.choice, Quot.sound]
```
